# Rounding the outer product of $(1,\,1+2^{1-p})$ with itself to nearest $p$-bit numbers gives an invertible matrix for $p\ge 2$

A pure quantum state with real amplitudes $x_i$ has a density matrix proportional to the outer product $xx^T$, with entries $x_ix_j$. This matrix has rank one. Suppose that a program stores the outer product, without normalising it, by rounding each entry to a fixed number $p$ of significant bits. Is the stored matrix still the outer product of some vectors, perhaps slightly different from $x$?

For the two-component vector $x=(1,1+u)$ with $u=2^{1-p}$ and $p\ge2$, it is not. Every entry is as accurate as rounding to nearest permits, yet the stored matrix $C$ is invertible, so no real vectors $y,z$ satisfy $yz^T=C$, however far from $x$ they may lie.

## Numbers with $p$ bits and rounding to nearest

```lean
import Mathlib

open Matrix (vecMulVec vecMulVec_apply)

namespace RoundedOuterProduct

noncomputable section
```

The file loads the mathematical library Mathlib. The name `vecMulVec y z` stands for the matrix $yz^T$, with entries $y_iz_j$. Below, a `def` introduces a concept; a `theorem` gives hypotheses, then a colon and the statement, then `:=` and the proof.

```lean
/-- A `p`-bit binary number with unbounded exponent: an integer significand below `2^p` in
magnitude times a power of two. -/
def IsFloat (p : ℕ) (x : ℝ) : Prop :=
  ∃ m e : ℤ, |m| < 2 ^ p ∧ x = (m : ℝ) * (2 : ℝ) ^ e
```

A real number $x$ is a $p$-bit number if $x=m\,2^e$ with integers $m,e$ and $|m|<2^p$. The exponent is unbounded, so overflow and underflow are absent from the model.

```lean
/-- `y` is a `p`-bit number nearest to `x`; either choice is allowed at a tie. -/
def IsNearest (p : ℕ) (x y : ℝ) : Prop :=
  IsFloat p y ∧ ∀ z, IsFloat p z → |x - y| ≤ |x - z|
```

This says that $y$ is a $p$-bit number and that no $p$-bit number $z$ is closer to $x$. It is a relation between $x$ and $y$: at a tie, both neighbours qualify.

A rounding function with a fixed tie rule would have been another model. Each exact product would then have a rounded value by construction, but the theorem would speak only about that rule. The relation covers all tie rules at once, at the price that the existence of a computed matrix has to be proved.

```lean
/-- The number `2^(1-p)`; for `p ≥ 1` it is the spacing of the `p`-bit numbers from 1 to 2. -/
def spacing (p : ℕ) : ℝ := (2 : ℝ) ^ (1 - (p : ℤ))
```

This is $u=2^{1-p}$, for $p\ge1$ the distance between neighbouring $p$-bit numbers from 1 to 2.

```lean
/-- `C` is a computed outer product of `x` with itself: each entry is a `p`-bit number nearest
to the exact product. -/
def IsComputedOuter {ι : Type*} (p : ℕ) (x : ι → ℝ) (C : Matrix ι ι ℝ) : Prop :=
  ∀ i j, IsNearest p (x i * x j) (C i j)
```

A matrix $C$ is a computed outer product of $x$ if each $C_{ij}$ is a $p$-bit number nearest to the exact real product $x_ix_j$. The index type `ι` labels the components and may be any type.

```lean
/-- The vector `(1, 1 + 2^(1-p))`. -/
def testVector (p : ℕ) : Fin 2 → ℝ := ![1, 1 + spacing p]
```

The test vector is $x=(1,1+u)$, with components numbered 0 and 1 by `Fin 2`. It is not normalised; the corresponding unit vector is $x/\sqrt{1+(1+u)^2}$. The rounding studied here acts on products of the unnormalised components.

## The grid near 1

```lean
/-- The spacing is positive. -/
theorem spacing_pos (p : ℕ) : 0 < spacing p := by
  unfold spacing
  positivity
```

Since $u$ is a power of two, $u>0$. The tactic `positivity` recognises this.

```lean
/-- With `q + 2` bits, `2^(q+1)` spacings make up one unit. -/
theorem spacing_mul (q : ℕ) : (2 : ℝ) ^ (q + 1) * spacing (q + 2) = 1 := by
  have e : (1 - ((q + 2 : ℕ) : ℤ)) = -((q + 1 : ℕ) : ℤ) := by
    push_cast
    ring
  rw [spacing, e, zpow_neg, zpow_natCast]
  exact mul_inv_cancel₀ (by positivity)
```

Writing $p=q+2$ builds $p\ge2$ into the notation. Then $u=2^{-(q+1)}$, hence $2^{q+1}u=1$.

```lean
/-- For `p ≥ 2` the numbers 1, `1 + 2^(1-p)` and `1 + 2 * 2^(1-p)` are `p`-bit numbers. -/
theorem isFloat_near_one {p : ℕ} (hp : 2 ≤ p) :
    IsFloat p 1 ∧ IsFloat p (1 + spacing p) ∧ IsFloat p (1 + 2 * spacing p) := by
  obtain ⟨q, rfl⟩ : ∃ q, p = q + 2 := ⟨p - 2, by omega⟩
  have h := spacing_mul q
  have hq : (0 : ℤ) < 2 ^ q := by positivity
  have e1 : (2 : ℤ) ^ (q + 1) = 2 * 2 ^ q := by ring
  have e2 : (2 : ℤ) ^ (q + 2) = 4 * 2 ^ q := by ring
  refine ⟨⟨1, 0, ?_, by simp⟩, ⟨2 ^ (q + 1) + 1, 1 - ((q + 2 : ℕ) : ℤ), ?_, ?_⟩,
    ⟨2 ^ q + 1, 1 - ((q + 2 : ℕ) : ℤ) + 1, ?_, ?_⟩⟩
  · rw [abs_one, e2]
    linarith
  · rw [abs_of_pos (by positivity), e1, e2]
    linarith
  · show 1 + spacing (q + 2) = ((2 ^ (q + 1) + 1 : ℤ) : ℝ) * spacing (q + 2)
    push_cast
    linear_combination -h
  · rw [abs_of_pos (by positivity), e2]
    linarith
  · have e : (2 : ℝ) ^ (1 - ((q + 2 : ℕ) : ℤ) + 1) = spacing (q + 2) * 2 :=
      zpow_add_one₀ (by norm_num) _
    rw [e]
    push_cast
    linear_combination -h
```

The three numbers needed are $p$-bit numbers because
$$1=1\cdot2^0,\qquad 1+u=(2^{q+1}+1)\,u,\qquad 1+2u=(2^q+1)\,2u,$$
and each integer in front is below $2^{q+2}=2^p$. The factor $2u$ in the last case also serves $p=2$, where $1+2u=2$. The proof supplies these integers and exponents, and `linear_combination` checks the identities using $2^{q+1}u=1$.

```lean
/-- A `p`-bit number that is at least `2^a` is an integer multiple of `2^(a+1-p)`. -/
theorem grid {p : ℕ} {a : ℤ} {y : ℝ} (hy : IsFloat p y) (h : (2 : ℝ) ^ a ≤ y) :
    ∃ k : ℤ, y = (k : ℝ) * (2 : ℝ) ^ (a + 1 - (p : ℤ)) := by
  obtain ⟨m, e, hm, rfl⟩ := hy
  have hm' : (m : ℝ) < 2 ^ p := by exact_mod_cast lt_of_le_of_lt (le_abs_self m) hm
  have he : (0 : ℝ) < (2 : ℝ) ^ e := by positivity
  -- the bounded significand forces a large enough exponent
  have h1 : (2 : ℝ) ^ a < (2 : ℝ) ^ ((p : ℤ) + e) := by
    rw [zpow_add₀ (by norm_num : (2 : ℝ) ≠ 0), zpow_natCast]
    exact h.trans_lt (mul_lt_mul_of_pos_right hm' he)
  have h2 : a < (p : ℤ) + e := (zpow_lt_zpow_iff_right₀ (by norm_num : (1 : ℝ) < 2)).1 h1
  obtain ⟨n, hn⟩ := Int.eq_ofNat_of_zero_le (show 0 ≤ (p : ℤ) + e - a - 1 by omega)
  have h3 : e = (n : ℤ) + (a + 1 - (p : ℤ)) := by omega
  refine ⟨m * 2 ^ n, ?_⟩
  rw [h3, zpow_add₀ (by norm_num : (2 : ℝ) ≠ 0), zpow_natCast]
  push_cast
  ring
```

Let $y=m2^e\ge2^a$ be a $p$-bit number. Since $m<2^p$, we have $2^a<2^{p+e}$, so $a<p+e$. For integers this means that $n=e-(a+1-p)$ is at least 0. Therefore
$$y=(m2^n)\,2^{a+1-p},$$
an integer multiple of $2^{a+1-p}$. The steps `h1` and `h2` are the two inequalities, and `omega` handles the integer arithmetic.

```lean
/-- A `p`-bit number is its own unique nearest `p`-bit number. -/
theorem isNearest_self_iff {p : ℕ} {x y : ℝ} (hx : IsFloat p x) :
    IsNearest p x y ↔ y = x := by
  constructor
  · intro h
    have h1 := h.2 x hx
    rw [sub_self, abs_zero] at h1
    have h2 := abs_eq_zero.1 (le_antisymm h1 (abs_nonneg _))
    linarith
  · rintro rfl
    exact ⟨hx, fun z _ => by rw [sub_self, abs_zero]; exact abs_nonneg _⟩
```

If $x$ is itself a $p$-bit number, a nearest $y$ must satisfy $|x-y|\le|x-x|=0$, so $y=x$. Conversely, $x$ is at distance zero from itself, and nothing is closer.

## The one product that is rounded

```lean
/-- For `p ≥ 2` the square of `1 + 2^(1-p)` has the unique nearest `p`-bit number
`1 + 2 * 2^(1-p)`. -/
theorem isNearest_square_iff {p : ℕ} (hp : 2 ≤ p) {y : ℝ} :
    IsNearest p ((1 + spacing p) * (1 + spacing p)) y ↔ y = 1 + 2 * spacing p := by
  have hf := (isFloat_near_one hp).2.2
  have hu := spacing_pos p
  have herr : |(1 + spacing p) * (1 + spacing p) - (1 + 2 * spacing p)| = spacing p ^ 2 := by
    rw [show (1 + spacing p) * (1 + spacing p) - (1 + 2 * spacing p) = spacing p ^ 2 by ring]
    exact abs_of_nonneg (sq_nonneg _)
  -- no other `p`-bit number is as close
  have key : ∀ z, IsFloat p z → |(1 + spacing p) * (1 + spacing p) - z| ≤ spacing p ^ 2 →
      z = 1 + 2 * spacing p := by
    intro z hz hd
    obtain ⟨hd1, hd2⟩ := abs_le.1 hd
    have lo : 1 + 2 * spacing p ≤ z := by nlinarith
    have hi : z ≤ 1 + 2 * spacing p + 2 * spacing p ^ 2 := by nlinarith
    clear hd hd1 hd2 herr hf
    obtain ⟨q, rfl⟩ : ∃ q, p = q + 2 := ⟨p - 2, by omega⟩
    rcases Nat.eq_zero_or_pos q with rfl | hq
    · -- two bits: the candidates are integers
      have h0 : (2 : ℝ) * spacing (0 + 2) = 1 := by
        simpa only [zero_add, pow_one] using spacing_mul 0
      have hs : spacing (0 + 2) = 1 / 2 := by linarith
      rw [hs] at lo hi ⊢
      obtain ⟨k, hk⟩ := grid (a := 1) hz (by rw [zpow_one]; linarith)
      have hk' : z = (k : ℝ) := hk.trans (by norm_num)
      have k1 : (2 : ℝ) ≤ k := by linarith
      have k2 : (k : ℝ) < 3 := by linarith
      have k1' : (2 : ℤ) ≤ k := by exact_mod_cast k1
      have k2' : k < (3 : ℤ) := by exact_mod_cast k2
      have k3 : k = 2 := by omega
      rw [hk', k3]
      norm_num
    · -- three or more bits: the candidates are multiples of the spacing
      have hN : (1 : ℝ) < 2 ^ q := one_lt_pow₀ (by norm_num) hq.ne'
      have hm := mul_pos (sub_pos.2 hN) hu
      have hone : 2 * ((2 : ℝ) ^ q * spacing (q + 2)) = 1 := by
        rw [← spacing_mul q]
        ring
      have hhalf : spacing (q + 2) < 1 / 2 := by
        rw [sub_mul, one_mul] at hm
        linarith
      have hs := mul_pos hu (sub_pos.2 hhalf)
      obtain ⟨k, hk⟩ := grid (a := 0) hz (by rw [zpow_zero]; linarith)
      have hk' : z = (k : ℝ) * spacing (q + 2) := by rw [hk, spacing, zero_add]
      have k1 : (2 : ℝ) ^ (q + 1) + 2 ≤ k := by
        refine le_of_mul_le_mul_right ?_ hu
        rw [← hk', add_mul, spacing_mul]
        exact lo
      have k2 : (k : ℝ) < (2 : ℝ) ^ (q + 1) + 3 := by
        refine lt_of_mul_lt_mul_right ?_ hu.le
        rw [← hk', add_mul, spacing_mul]
        nlinarith
      have k1' : (2 : ℤ) ^ (q + 1) + 2 ≤ k := by exact_mod_cast k1
      have k2' : k < (2 : ℤ) ^ (q + 1) + 3 := by exact_mod_cast k2
      have k3 : k = (2 : ℤ) ^ (q + 1) + 2 :=
        le_antisymm (Int.lt_add_one_iff.1 (by linarith)) k1'
      rw [hk', k3]
      push_cast
      linear_combination spacing_mul q
  constructor
  · intro h
    exact key y h.1 ((h.2 _ hf).trans_eq herr)
  · rintro rfl
    refine ⟨hf, fun z hz => ?_⟩
    by_contra hlt
    have hlt' := not_le.1 hlt
    rw [key z hz (hlt'.le.trans_eq herr)] at hlt'
    exact lt_irrefl _ hlt'
```

The exact square is $(1+u)^2=1+2u+u^2$, which lies $u^2$ above the $p$-bit number $1+2u$. Suppose that a $p$-bit number $z$ is within $u^2$ of the square. Then
$$1+2u\le z\le1+2u+2u^2.$$

For $p=2$ we have $u=\tfrac12$, so $2\le z\le\tfrac52$. By the grid result with $a=1$, $z$ is an integer, and so $z=2=1+2u$.

For $p\ge3$ we have $u<\tfrac12$, hence $2u^2<u$. The grid result with $a=0$ gives $z=ku$ for an integer $k$. Dividing the bounds by $u$ and using $1/u=2^{q+1}$,
$$2^{q+1}+2\le k<2^{q+1}+3,$$
so $k=2^{q+1}+2$ and again $z=1+2u$.

This is the intermediate statement `key`; `rcases` separates the two cases, and `nlinarith` supplies the inequalities that involve $u^2$. A nearest number is at least as close as $1+2u$, so `key` identifies it as $1+2u$. Conversely, a number strictly closer than $1+2u$ would also have to equal $1+2u$, which is a contradiction.

## The computed matrix and its accuracy

```lean
/-- For `p ≥ 2` there is exactly one computed outer product of `(1, 1 + 2^(1-p))` with itself,
and these are its entries. -/
theorem isComputedOuter_iff {p : ℕ} (hp : 2 ≤ p) (C : Matrix (Fin 2) (Fin 2) ℝ) :
    IsComputedOuter p (testVector p) C ↔
      C = !![1, 1 + spacing p; 1 + spacing p, 1 + 2 * spacing p] := by
  obtain ⟨f1, f2, -⟩ := isFloat_near_one hp
  have n00 : ∀ y, IsNearest p (1 * 1) y ↔ y = 1 := fun y => by
    rw [one_mul]; exact isNearest_self_iff f1
  have n01 : ∀ y, IsNearest p (1 * (1 + spacing p)) y ↔ y = 1 + spacing p := fun y => by
    rw [one_mul]; exact isNearest_self_iff f2
  have n10 : ∀ y, IsNearest p ((1 + spacing p) * 1) y ↔ y = 1 + spacing p := fun y => by
    rw [mul_one]; exact isNearest_self_iff f2
  constructor
  · intro h
    exact Matrix.ext (Fin.forall_fin_two.2
      ⟨Fin.forall_fin_two.2 ⟨(n00 _).1 (h 0 0), (n01 _).1 (h 0 1)⟩,
        Fin.forall_fin_two.2 ⟨(n10 _).1 (h 1 0), (isNearest_square_iff hp).1 (h 1 1)⟩⟩)
  · rintro rfl
    exact Fin.forall_fin_two.2
      ⟨Fin.forall_fin_two.2 ⟨(n00 _).2 rfl, (n01 _).2 rfl⟩,
        Fin.forall_fin_two.2 ⟨(n10 _).2 rfl, (isNearest_square_iff hp).2 rfl⟩⟩
```

The products $1\cdot1$, $1\cdot(1+u)$ and $(1+u)\cdot1$ are $p$-bit numbers and remain unchanged. Only the square is rounded. Thus $C$ is a computed outer product exactly when
$$C=\begin{pmatrix}1&1+u\\1+u&1+2u\end{pmatrix}.$$
The symbol `↔` means "if and only if". One direction shows that no other matrix qualifies, the other that this one does. `Fin.forall_fin_two` reduces a statement about all indices to the indices 0 and 1.

```lean
/-- For `p ≥ 2` every entry of the computed outer product of `(1, 1 + 2^(1-p))` with itself has
relative error at most `2^(1-p) / 2`. -/
theorem forward_error {p : ℕ} (hp : 2 ≤ p) {C : Matrix (Fin 2) (Fin 2) ℝ}
    (hC : IsComputedOuter p (testVector p) C) (i j : Fin 2) :
    |C i j - testVector p i * testVector p j| ≤
      spacing p / 2 * |testVector p i * testVector p j| := by
  have hu := spacing_pos p
  rw [isComputedOuter_iff hp] at hC
  subst hC
  -- an exact entry satisfies the bound trivially
  have exact_entry : ∀ a b : ℝ, a = b → |a - b| ≤ spacing p / 2 * |b| := by
    rintro a b rfl
    rw [sub_self, abs_zero]
    positivity
  revert i j
  refine Fin.forall_fin_two.2 ⟨Fin.forall_fin_two.2 ⟨?_, ?_⟩, Fin.forall_fin_two.2 ⟨?_, ?_⟩⟩
  · exact exact_entry 1 (1 * 1) (by ring)
  · exact exact_entry (1 + spacing p) (1 * (1 + spacing p)) (by ring)
  · exact exact_entry (1 + spacing p) ((1 + spacing p) * 1) (by ring)
  · show |1 + 2 * spacing p - (1 + spacing p) * (1 + spacing p)| ≤
      spacing p / 2 * |(1 + spacing p) * (1 + spacing p)|
    rw [show 1 + 2 * spacing p - (1 + spacing p) * (1 + spacing p) = -(spacing p ^ 2) by ring,
      abs_neg, abs_of_nonneg (sq_nonneg _), abs_of_pos (by positivity)]
    nlinarith [pow_pos hu 3]
```

Each entry has relative error at most $u/2=2^{-p}$. Three entries are exact. For $C_{11}$, in Lean's numbering, the error is $u^2$, and
$$\frac u2(1+u)^2-u^2=\frac u2+\frac{u^3}2>0.$$
The hint `pow_pos hu 3` gives `nlinarith` the fact $u^3>0$.

## No exact outer product matches

```lean
/-- For `p ≥ 2` and in any dimension, if a vector has an entry 1 and an entry `1 + 2^(1-p)`, no
computed outer product of it with itself is the exact outer product of two real vectors. -/
theorem computed_ne_outer {ι : Type*} {p : ℕ} (hp : 2 ≤ p) {x : ι → ℝ} {i j : ι}
    (hi : x i = 1) (hj : x j = 1 + spacing p) {C : Matrix ι ι ℝ}
    (hC : IsComputedOuter p x C) (y z : ι → ℝ) : vecMulVec y z ≠ C := by
  intro h
  obtain ⟨f1, f2, -⟩ := isFloat_near_one hp
  have e : ∀ a b, y a * z b = C a b := fun a b => by rw [← h, vecMulVec_apply]
  have cii := hC i i
  have cij := hC i j
  have cji := hC j i
  have cjj := hC j j
  rw [hi, one_mul, isNearest_self_iff f1, ← e] at cii
  rw [hi, hj, one_mul, isNearest_self_iff f2, ← e] at cij
  rw [hi, hj, mul_one, isNearest_self_iff f2, ← e] at cji
  rw [hj, isNearest_square_iff hp, ← e] at cjj
  -- the 2 by 2 minor of an exact outer product vanishes
  have minor : (y i * z i) * (y j * z j) = (y i * z j) * (y j * z i) := by ring
  rw [cii, cij, cji, cjj] at minor
  nlinarith [pow_pos (spacing_pos p) 2]
```

Here $x$ may have any number of components, provided that one of them is 1 and another is $1+u$. Suppose $C=yz^T$. For the indices $i,j$ of those two components, commutativity gives
$$(y_iz_i)(y_jz_j)=(y_iz_j)(y_jz_i).$$
Inserting the rounded values yields $1\cdot(1+2u)=(1+u)^2$, hence $u^2=0$, which contradicts $u>0$. The hypotheses `cii` to `cjj` hold the four rounded values, and `minor` is the identity above. The vectors $y$ and $z$ are arbitrary real vectors: they need not be equal, close to $x$, or made of $p$-bit numbers.

```lean
/-- For `p ≥ 2`, rounding each entry of the outer product of `(1, 1 + 2^(1-p))` with itself to a
nearest `p`-bit number gives an invertible matrix of determinant `-(2^(1-p))^2`, which is not
the exact outer product of any two real vectors. -/
theorem outer_product_not_backward_stable {p : ℕ} (hp : 2 ≤ p)
    {C : Matrix (Fin 2) (Fin 2) ℝ} (hC : IsComputedOuter p (testVector p) C) :
    C.det = -(spacing p) ^ 2 ∧ IsUnit C ∧ ¬ ∃ y z : Fin 2 → ℝ, vecMulVec y z = C := by
  have hdet : C.det = -(spacing p) ^ 2 := by
    rw [(isComputedOuter_iff hp C).1 hC, Matrix.det_fin_two_of]
    ring
  refine ⟨hdet, ?_, ?_⟩
  · rw [Matrix.isUnit_iff_isUnit_det, hdet, isUnit_iff_ne_zero]
    exact neg_ne_zero.2 (pow_ne_zero 2 (spacing_pos p).ne')
  · rintro ⟨y, z, h⟩
    exact computed_ne_outer (i := 0) (j := 1) hp rfl rfl hC y z h

end

end RoundedOuterProduct
```

For the test vector, every computed outer product satisfies three statements joined by `∧`, "and". Its determinant is
$$\det C=(1+2u)-(1+u)^2=-u^2;$$
it is invertible, written `IsUnit C`; and there are no real $y,z$ with $yz^T=C$. The first follows from the explicit matrix, the second from $u\ne0$, and the third from the preceding theorem with $i=0$ and $j=1$.

The theorem's name refers to backward stability, which asks that a computed result be the exact result for slightly perturbed input. Here perturbations of any size fail, although the forward error of each entry is small.

In physical terms, the unnormalised density matrix of a pure state with real amplitudes can lose its rank-one form when it is stored by entrywise rounding to nearest without range limits. Scaling $C$ to unit trace in exact arithmetic gives the determinant $-u^2/\bigl(4(1+u)^2\bigr)$, so one eigenvalue is slightly negative, about $-u^2/4$ for small $u$. The same loss occurs for a normalised state with three components, $\tfrac12(1,\,1+u,\,w)$ with $w^2=3-(1+u)^2$: its products are those of $(1,1+u,w)$ divided by 4, and division by 4 commutes with rounding to nearest in this model. The statements about scaling and about the normalised state are calculations by hand added to the theorems.

```lean
#print axioms RoundedOuterProduct.forward_error
#print axioms RoundedOuterProduct.outer_product_not_backward_stable
```

```
'RoundedOuterProduct.forward_error' depends on axioms: [propext, Classical.choice, Quot.sound]
'RoundedOuterProduct.outer_product_not_backward_stable' depends on axioms: [propext, Classical.choice, Quot.sound]
```
